# For α, r > 0 the screened Ewald kernels B_n are positive and satisfy dB_n/dr = −r B_(n+1)

In the real-space part of an Ewald sum, two unit point charges at distance r > 0 interact through B_0(r) = erfc(αr)/r. Here α > 0 is the screening parameter, an inverse length, and the bare interaction is 1/r. Since erfc′(x) = −(2/√π) exp(−x²), the quotient rule gives

dB_0/dr = −erfc(αr)/r² − (2α/√π) exp(−α²r²)/r = −r B_1(r),

B_1(r) = (B_0(r) + (2α/√π) exp(−α²r²))/r².

Thus −(1/r) d/dr turns B_0 into the old kernel plus a Gaussian, both divided by r². The same pattern holds at every order, with the old kernel B_n multiplied by 2n+1.

```lean
import Mathlib

open Filter Topology

namespace MultipolarEwald

noncomputable section
```

## The kernels and their recursion

The complementary error function is defined by its tail integral,

erfc(x) = (2/√π) ∫_x^∞ exp(−t²) dt.

```lean
/-- The complementary error function, defined by its Gaussian tail integral. -/
def erfc (x : ℝ) : ℝ :=
  2 / Real.sqrt Real.pi * ∫ t in Set.Ioi x, Real.exp (-t ^ 2)
```

The higher kernels are defined by upward recursion, for n ≥ 0:

B_(n+1)(r) = ((2n+1) B_n(r) + (2α²)^(n+1) exp(−α²r²)/(α√π))/r².

In Lean, `ewaldB α n r` is B_n(r), and the coefficient 2n+1 appears as `2 * ((n : ℝ) + 1) - 1`. No derivative enters the definition, so the derivative rule has to be proved.

```lean
/-- The screened multipole kernels `B_n(r)` of the real-space Ewald sum, built by upward
recursion from `B_0 = erfc (α r) / r`; the domain is `α ≠ 0`, `r ≠ 0`. -/
def ewaldB (α : ℝ) : ℕ → ℝ → ℝ
  | 0, r => erfc (α * r) / r
  | n + 1, r => ((2 * ((n : ℝ) + 1) - 1) * ewaldB α n r
      + (2 * α ^ 2) ^ (n + 1) * Real.exp (-(α ^ 2 * r ^ 2)) / (α * Real.sqrt Real.pi)) / r ^ 2
```

## Sign and slope of erfc

The Gaussian is integrable on the whole line, so its tail integrals are finite.

```lean
/-- The Gaussian `exp (-t²)` is integrable on the real line. -/
theorem integrable_gaussian : MeasureTheory.Integrable (fun t : ℝ => Real.exp (-t ^ 2)) := by
  simpa using integrable_exp_neg_mul_sq (b := 1) one_pos
```

The integrand is positive everywhere and the half-line (x, ∞) has positive length, so erfc(x) > 0. The proof expresses this through the support of the integrand.

```lean
/-- The complementary error function is positive everywhere. -/
theorem erfc_pos (x : ℝ) : 0 < erfc x := by
  have h : 0 < ∫ t in Set.Ioi x, Real.exp (-t ^ 2) := by
    rw [MeasureTheory.integral_pos_iff_support_of_nonneg
      (fun t => (Real.exp_pos _).le) integrable_gaussian.integrableOn]
    have hs : Function.support (fun t : ℝ => Real.exp (-t ^ 2)) = Set.univ := by
      ext t
      simp [Real.exp_ne_zero]
    rw [hs]
    simp
  have hp : 0 < Real.sqrt Real.pi := Real.sqrt_pos.2 Real.pi_pos
  unfold erfc
  positivity
```

For the slope, split the tail at the origin:

erfc(x) = (2/√π) (∫_0^∞ exp(−t²) dt − ∫_0^x exp(−t²) dt).

Only the last integral depends on x, and the fundamental theorem of calculus gives its derivative. These two steps are `hsplit` and `hd`.

```lean
/-- The slope of the complementary error function is `-(2/√π) exp (-x²)`. -/
theorem hasDerivAt_erfc (x : ℝ) :
    HasDerivAt erfc (-(2 / Real.sqrt Real.pi * Real.exp (-x ^ 2))) x := by
  have hc : Continuous (fun t : ℝ => Real.exp (-t ^ 2)) := by fun_prop
  -- split the tail at the origin, so that `x` is the end of a finite interval
  have hsplit : erfc = fun y => 2 / Real.sqrt Real.pi *
      ((∫ t in Set.Ioi (0 : ℝ), Real.exp (-t ^ 2)) - ∫ t in (0 : ℝ)..y, Real.exp (-t ^ 2)) := by
    funext y
    have h := intervalIntegral.integral_interval_add_Ioi (a := 0) (b := y)
      integrable_gaussian.integrableOn integrable_gaussian.integrableOn
    simp only [erfc]
    rw [← h]
    ring
  have hd : HasDerivAt (fun y : ℝ => ∫ t in (0 : ℝ)..y, Real.exp (-t ^ 2))
      (Real.exp (-x ^ 2)) x := (hc.integral_hasStrictDerivAt 0 x).hasDerivAt
  rw [hsplit]
  exact ((hd.const_sub _).const_mul _).congr_deriv (by ring)
```

## Positivity and the derivative rule by induction

For n = 0, positivity follows from erfc > 0, and the derivative is the one computed at the start. Now assume both claims for B_n. Every term in the recursion for B_(n+1) is positive, so B_(n+1) > 0. Write G = (2α²)^(n+1) exp(−α²r²)/(α√π), so that r² B_(n+1) = (2n+1) B_n + G and dG/dr = −2α²r G. Then

dB_(n+1)/dr = (−(2n+1) r B_(n+1) − 2α²r G)/r² − 2B_(n+1)/r

= −r ((2n+3) B_(n+1) + 2α²G)/r²

= −r B_(n+2).

The theorem states both claims for every natural number n; `HasDerivAt` says that the derivative exists and has the given value. In the proof, `hq` is the quotient rule applied to the recursion, and `field_simp` and `ring` carry out the final regrouping.

```lean
/-- Multipolar Ewald recursion: for `α, r > 0` every kernel `B_n` is positive and
satisfies `dB_n/dr = -r B_(n+1)`. -/
theorem ewaldB_pos_and_hasDerivAt {α r : ℝ} (hα : 0 < α) (hr : 0 < r) (n : ℕ) :
    0 < ewaldB α n r ∧ HasDerivAt (ewaldB α n) (-r * ewaldB α (n + 1) r) r := by
  have hp : 0 < Real.sqrt Real.pi := Real.sqrt_pos.2 Real.pi_pos
  have hrec : ∀ (m : ℕ) (s : ℝ), ewaldB α (m + 1) s =
      ((2 * ((m : ℝ) + 1) - 1) * ewaldB α m s + (2 * α ^ 2) ^ (m + 1) *
        Real.exp (-(α ^ 2 * s ^ 2)) / (α * Real.sqrt Real.pi)) / s ^ 2 := fun _ _ => rfl
  induction n with
  | zero =>
    have h0 : ewaldB α 0 = fun s => erfc (α * s) / s := rfl
    refine ⟨div_pos (erfc_pos _) hr, ?_⟩
    have hlin : HasDerivAt (fun s : ℝ => α * s) α r := by
      simpa using (hasDerivAt_id' r).const_mul α
    have h1 : HasDerivAt (fun s => erfc (α * s))
        (-(2 / Real.sqrt Real.pi * Real.exp (-(α * r) ^ 2)) * α) r :=
      (hasDerivAt_erfc (α * r)).comp r hlin
    rw [mul_pow] at h1
    rw [hrec 0, h0]
    refine (h1.fun_div (hasDerivAt_id' r) hr.ne').congr_deriv ?_
    simp only [Nat.cast_zero, zero_add, pow_one]
    generalize Real.exp (-(α ^ 2 * r ^ 2)) = g
    field_simp
    ring
  | succ n ih =>
    obtain ⟨hpos, hder⟩ := ih
    constructor
    · rw [hrec]
      have hn : 0 < 2 * ((n : ℝ) + 1) - 1 := by
        have : (0 : ℝ) ≤ n := Nat.cast_nonneg n
        linarith
      positivity
    · have hg : HasDerivAt (fun s : ℝ => Real.exp (-(α ^ 2 * s ^ 2)))
          (Real.exp (-(α ^ 2 * r ^ 2)) * (-(α ^ 2 * (2 * r)))) r := by
        have h2 : HasDerivAt (fun s : ℝ => s ^ 2) (2 * r) r := by
          simpa using hasDerivAt_pow 2 r
        exact (h2.const_mul (α ^ 2)).fun_neg.exp
      have h2 : HasDerivAt (fun s : ℝ => s ^ 2) (2 * r) r := by
        simpa using hasDerivAt_pow 2 r
      -- differentiate the recursion and recognise its next step
      have hq := ((hder.const_mul (2 * ((n : ℝ) + 1) - 1)).fun_add
        ((hg.const_mul ((2 * α ^ 2) ^ (n + 1))).div_const
          (α * Real.sqrt Real.pi))).fun_div h2 (pow_ne_zero 2 hr.ne')
      have hf : ewaldB α (n + 1) = fun s => _ := funext (hrec n)
      rw [hf]
      refine hq.congr_deriv ?_
      rw [hrec (n + 1), hrec n, pow_succ (2 * α ^ 2) (n + 1)]
      push_cast
      generalize (2 * α ^ 2) ^ (n + 1) = P
      generalize Real.exp (-(α ^ 2 * r ^ 2)) = g
      field_simp
      ring
```

## Charge–dipole and dipole–dipole kernels

Let x ≠ 0 be the separation vector and v any vector, not necessarily of unit length. The distance |x + tv| changes at the rate ⟨x,v⟩/|x| at t = 0, so the chain rule gives

d/dt B_n(|x + tv|) = −⟨x,v⟩ B_(n+1)(|x|) at t = 0.

For n = 0 and v a dipole moment at x, this is the real-space part of its energy with a unit charge at the origin. The space `E` is any real inner product space; ordinary space is one instance.

```lean
variable {E : Type*} [NormedAddCommGroup E] [InnerProductSpace ℝ E]

/-- For `α > 0` and separation `x ≠ 0`, the derivative of `B_n(|x|)` along `v` is
`-⟨x, v⟩ B_(n+1)(|x|)`. -/
theorem hasDerivAt_ewaldB_norm {α : ℝ} (hα : 0 < α) {x : E} (hx : x ≠ 0) (v : E) (n : ℕ) :
    HasDerivAt (fun t : ℝ => ewaldB α n ‖x + t • v‖)
      (-(inner ℝ x v) * ewaldB α (n + 1) ‖x‖) 0 := by
  have hx' : 0 < ‖x‖ := norm_pos_iff.2 hx
  have hline : HasDerivAt (fun t : ℝ => x + t • v) v 0 := by
    simpa using ((hasDerivAt_id' (0 : ℝ)).smul_const v).const_add x
  -- the distance changes at the rate `⟨x, v⟩ / |x|`
  have hn := hline.norm_sq.sqrt (by simpa using hx)
  simp only [zero_smul, add_zero, Real.sqrt_sq (norm_nonneg _)] at hn
  have hB : HasDerivAt (ewaldB α n) (-‖x‖ * ewaldB α (n + 1) ‖x‖) ‖x + (0 : ℝ) • v‖ := by
    rw [zero_smul, add_zero]
    exact (ewaldB_pos_and_hasDerivAt hα hx' n).2
  refine (hB.comp 0 hn).congr_deriv ?_
  field_simp
```

Moving the base point to x + sw and differentiating again at s = 0, the product rule gives

d/ds [−⟨x + sw,v⟩ B_(n+1)(|x + sw|)] = ⟨x,v⟩⟨x,w⟩ B_(n+2)(|x|) − ⟨w,v⟩ B_(n+1)(|x|).

For n = 0 this is minus the real-space part of the interaction energy of dipoles v and w. The Lean statement differentiates an actual derivative: x + sw stays nonzero for small s (`hne`), so the first-order formula holds throughout a neighbourhood.

In a simulation with fixed or induced point dipoles, one erfc and one exponential are enough to evaluate these kernels for a pair inside the real-space cutoff. The recursion then supplies B_1 and B_2 for the dipole–dipole energy, and B_3, which enters the force together with B_2. The theorems concern these pair kernels, not the reciprocal-space sum, the self terms or the cutoff error.

```lean
/-- For `α > 0` and `x ≠ 0`, the mixed second derivative of `B_n(|x|)` along `v` and `w` is
`⟨x, v⟩⟨x, w⟩ B_(n+2)(|x|) - ⟨w, v⟩ B_(n+1)(|x|)`. -/
theorem hasDerivAt_deriv_ewaldB_norm {α : ℝ} (hα : 0 < α) {x : E} (hx : x ≠ 0)
    (v w : E) (n : ℕ) :
    HasDerivAt (fun s : ℝ => deriv (fun t : ℝ => ewaldB α n ‖x + s • w + t • v‖) 0)
      (inner ℝ x v * inner ℝ x w * ewaldB α (n + 2) ‖x‖
        - inner ℝ w v * ewaldB α (n + 1) ‖x‖) 0 := by
  have hne : ∀ᶠ s : ℝ in 𝓝 0, x + s • w ≠ 0 :=
    ContinuousAt.eventually_ne (by fun_prop) (by simpa using hx)
  have hi : HasDerivAt (fun s : ℝ => inner ℝ (x + s • w) v) (inner ℝ w v) 0 := by
    simp only [inner_add_left, real_inner_smul_left]
    simpa using ((hasDerivAt_id' (0 : ℝ)).mul_const (inner ℝ w v)).const_add (inner ℝ x v)
  have hB : HasDerivAt (fun s : ℝ => ewaldB α (n + 1) ‖x + s • w‖)
      (-(inner ℝ x w) * ewaldB α (n + 2) ‖x‖) 0 := hasDerivAt_ewaldB_norm hα hx w (n + 1)
  -- near `x` the inner derivative is given by the first-order formula
  refine HasDerivAt.congr_of_eventuallyEq ((hi.fun_neg.fun_mul hB).congr_deriv ?_)
    (hne.mono fun s hs => (hasDerivAt_ewaldB_norm hα hs v n).deriv)
  simp only [zero_smul, add_zero]
  ring
```

## The bare Coulomb limit

At fixed r > 0, let α → 0 from above. Since erfc is continuous and erfc(0) = 1, B_0 → 1/r. The Gaussian term in the recursion equals

2α (2α²)^n exp(−α²r²)/√π,

which tends to 0. What remains is multiplication by (2n+1)/r² at each step, so by induction

r^(2n+1) B_n(r) → 1·3·…·(2n−1),

with the empty product 1 for n = 0. Lean writes the product as (2k+1) over k < n, and `𝓝[>] 0` is the approach from above. The proof reduces the claim to the limit of B_n itself, which is then found by induction.

```lean
/-- When the screening is switched off, `α → 0+`, the scaled kernel `r^(2n+1) B_n(r)` at
`r > 0` tends to its bare Coulomb value `1·3·…·(2n-1)`. -/
theorem tendsto_ewaldB_coulomb {r : ℝ} (hr : 0 < r) (n : ℕ) :
    Tendsto (fun α => r ^ (2 * n + 1) * ewaldB α n r) (𝓝[>] 0)
      (𝓝 (∏ k ∈ Finset.range n, (2 * (k : ℝ) + 1))) := by
  have hp : 0 < Real.sqrt Real.pi := Real.sqrt_pos.2 Real.pi_pos
  -- it is enough to find the limit of the kernel itself
  suffices h : Tendsto (fun α => ewaldB α n r) (𝓝[>] 0)
      (𝓝 ((∏ k ∈ Finset.range n, (2 * (k : ℝ) + 1)) / r ^ (2 * n + 1))) by
    have hpow : r ^ (2 * n + 1) ≠ 0 := pow_ne_zero _ hr.ne'
    have hv : r ^ (2 * n + 1) * ((∏ k ∈ Finset.range n, (2 * (k : ℝ) + 1)) /
        r ^ (2 * n + 1)) = ∏ k ∈ Finset.range n, (2 * (k : ℝ) + 1) := by
      rw [mul_comm, div_mul_cancel₀ _ hpow]
    have h' := h.const_mul (r ^ (2 * n + 1))
    rw [hv] at h'
    exact h'
  induction n with
  | zero =>
    have he : erfc 0 = 1 := by
      have h := integral_gaussian_Ioi 1
      simp only [neg_mul, one_mul, div_one] at h
      rw [erfc, h]
      field_simp
    have hc : Continuous erfc :=
      continuous_iff_continuousAt.2 fun x => (hasDerivAt_erfc x).continuousAt
    have hc' : Continuous (fun α : ℝ => erfc (α * r) / r) :=
      (hc.comp (continuous_id.mul continuous_const)).div_const r
    exact (hc'.tendsto' 0 _ (by simp [he])).mono_left nhdsWithin_le_nhds
  | succ n ih =>
    -- the Gaussian term of the recursion vanishes with `α`
    have hg : Tendsto (fun α : ℝ => (2 * α ^ 2) ^ (n + 1) * Real.exp (-(α ^ 2 * r ^ 2)) /
        (α * Real.sqrt Real.pi)) (𝓝[>] 0) (𝓝 0) := by
      have hc : Continuous (fun α : ℝ => 2 * α * (2 * α ^ 2) ^ n *
          Real.exp (-(α ^ 2 * r ^ 2)) / Real.sqrt Real.pi) := by fun_prop
      refine ((hc.tendsto' 0 0 (by simp)).mono_left nhdsWithin_le_nhds).congr' ?_
      filter_upwards [self_mem_nhdsWithin] with a ha
      have ha' : a ≠ 0 := (Set.mem_Ioi.1 ha).ne'
      rw [pow_succ (2 * a ^ 2) n]
      generalize (2 * a ^ 2) ^ n = P
      field_simp
    have h := ((ih.const_mul (2 * ((n : ℝ) + 1) - 1)).add hg).div_const (r ^ 2)
    have hv : (∏ k ∈ Finset.range (n + 1), (2 * (k : ℝ) + 1)) / r ^ (2 * (n + 1) + 1) =
        ((2 * ((n : ℝ) + 1) - 1) * ((∏ k ∈ Finset.range n, (2 * (k : ℝ) + 1)) /
          r ^ (2 * n + 1)) + 0) / r ^ 2 := by
      have hpow : r ^ (2 * (n + 1) + 1) = r ^ (2 * n + 1) * r ^ 2 := by ring
      rw [Finset.prod_range_succ, hpow, add_zero, ← mul_div_assoc, div_div]
      congr 1
      ring
    rw [hv]
    exact h

end

end MultipolarEwald
```

```lean
#print axioms MultipolarEwald.ewaldB_pos_and_hasDerivAt
#print axioms MultipolarEwald.hasDerivAt_deriv_ewaldB_norm
#print axioms MultipolarEwald.tendsto_ewaldB_coulomb
```

```
'MultipolarEwald.ewaldB_pos_and_hasDerivAt' depends on axioms: [propext, Classical.choice, Quot.sound]
'MultipolarEwald.hasDerivAt_deriv_ewaldB_norm' depends on axioms: [propext, Classical.choice, Quot.sound]
'MultipolarEwald.tendsto_ewaldB_coulomb' depends on axioms: [propext, Classical.choice, Quot.sound]
```
